# Frank's test: for a positive, homogeneous surface energy, the inverse-plot region is convex exactly when the energy is a convex function

Once surface energies have been computed for many orientations and interpolated, one can plot $1/\gamma$ along each unit normal and look for dents in the resulting curve or surface. A dent means that some flat surface can lower its energy by breaking up into two facets. The theorems below justify this reading for a surface energy $\gamma$ that scales with area and is positive, with edge energies and elastic interactions between facets left out.

```lean
import Mathlib

open Set

namespace FrankInversePlot
```

The file loads the Mathlib library and makes its names for sets available.

## Area vectors and their energies

```lean
/-- A surface energy assigns to each area vector (facet normal times facet area) an energy that
scales with the area and is positive for every nonzero vector. -/
structure IsSurfaceEnergy {E : Type*} [AddCommGroup E] [Module ℝ E] (γ : E → ℝ) : Prop where
  homog : ∀ t : ℝ, 0 ≤ t → ∀ n : E, γ (t • n) = t * γ n
  pos : ∀ n : E, n ≠ 0 → 0 < γ n
```

Here `E` is any real vector space, $\mathbb R^d$ included. A vector $n$ stands for a piece of surface: its direction is the normal and its length is the area. `IsSurfaceEnergy γ` bundles two conditions:

$$\gamma(tn)=t\,\gamma(n)\quad(t\ge 0),\qquad \gamma(n)>0\quad(n\neq 0).$$

The first says that energy is proportional to area, the second that creating surface always costs energy. The symbol `•` is multiplication of a vector by a number. Neither continuity nor $\gamma(-n)=\gamma(n)$ is assumed.

```lean
/-- The region of the inverse plot: all vectors `n` with `γ n ≤ 1`. -/
def frankRegion {E : Type*} (γ : E → ℝ) : Set E := {n | γ n ≤ 1}
```

This is the region $F=\{n:\gamma(n)\le 1\}$.

```lean
/-- A flat facet with area vector `n` facets if two facets with the same total area vector
have a lower total energy. -/
def Facets {E : Type*} [AddCommGroup E] (γ : E → ℝ) (n : E) : Prop :=
  ∃ a b : E, a + b = n ∧ γ a + γ b < γ n
```

`Facets γ n` says that $n=a+b$ for some $a,b$ with $\gamma(a)+\gamma(b)<\gamma(n)$: two facets with the same total area vector cost less than the flat surface. The Wulff shape, the equilibrium shape of a crystal, is not defined in the file. Being absent from it is not the same as `Facets`, which asks for a strict decrease in energy: for $\gamma(x,y)=|x|+|y|$ in the plane the Wulff shape is a square, with no diagonal facets, yet no orientation satisfies `Facets`.

The definition could have allowed any finite number of facets. In three dimensions that can change the verdict for an individual orientation: for some non-convex energies, an orientation is unstable to three facets but to no two. It would not change whether any orientation facets at all: if no pair ever lowers the energy, adding facets one at a time shows that no finite collection does.

```lean
/-- The energy of the zero area vector vanishes. -/
theorem IsSurfaceEnergy.zero {E : Type*} [AddCommGroup E] [Module ℝ E] {γ : E → ℝ}
    (h : IsSurfaceEnergy γ) : γ 0 = 0 := by
  have h0 := h.homog 0 le_rfl 0
  rwa [zero_smul, zero_mul] at h0
```

Setting $t=0$ in the scaling law gives $\gamma(0)=0$. In Lean, `h : IsSurfaceEnergy γ` is the hypothesis, and `h.homog` is its scaling law.

## The plot of 1/γ and the chord construction

```lean
/-- The radial plot of `1 / γ` over all unit normals is the level set `γ = 1`. -/
theorem inversePlot_eq_level {E : Type*} [NormedAddCommGroup E] [NormedSpace ℝ E] {γ : E → ℝ}
    (h : IsSurfaceEnergy γ) :
    {x : E | ∃ n : E, ‖n‖ = 1 ∧ x = (γ n)⁻¹ • n} = {x : E | γ x = 1} := by
  ext x
  constructor
  · rintro ⟨n, hn, rfl⟩
    have n0 : n ≠ 0 := by
      rintro rfl
      simp at hn
    have hp := h.pos n n0
    show γ _ = 1
    rw [h.homog _ (inv_nonneg.2 hp.le), inv_mul_cancel₀ hp.ne']
  · intro hx
    change γ x = 1 at hx
    have x0 : x ≠ 0 := by
      rintro rfl
      rw [h.zero] at hx
      norm_num at hx
    have hn : 0 < ‖x‖ := norm_pos_iff.2 x0
    -- the unit normal is the direction of `x`
    refine ⟨‖x‖⁻¹ • x, ?_, ?_⟩
    · rw [norm_smul, norm_inv, norm_norm, inv_mul_cancel₀ hn.ne']
    · rw [h.homog _ (inv_nonneg.2 hn.le), hx, mul_one, inv_inv, smul_smul,
        mul_inv_cancel₀ hn.ne', one_smul]
```

With a norm to define unit normals, the plotted points $n/\gamma(n)$ are exactly the solutions of $\gamma(x)=1$. In one direction, $\gamma(n/\gamma(n))=\gamma(n)/\gamma(n)=1$. In the other, if $\gamma(x)=1$ then $x\ne0$, and $n=x/\|x\|$ has $\gamma(n)=1/\|x\|$, so $n/\gamma(n)=x$. The two bullets after `constructor` are these two inclusions.

```lean
section Test

variable {E : Type*} [AddCommGroup E] [Module ℝ E] {γ : E → ℝ}

/-- Chord construction: `n` facets if and only if a chord between two points of the inverse-plot
region meets the ray of `n` outside the region. -/
theorem facets_iff_chord (h : IsSurfaceEnergy γ) (n : E) :
    Facets γ n ↔ ∃ p ∈ frankRegion γ, ∃ q ∈ frankRegion γ, ∃ r : ℝ,
      0 < r ∧ r • n ∈ segment ℝ p q ∧ r • n ∉ frankRegion γ := by
  constructor
  · rintro ⟨a, b, rfl, hab⟩
    have a0 : a ≠ 0 := by
      rintro rfl
      simp [h.zero] at hab
    have b0 : b ≠ 0 := by
      rintro rfl
      simp [h.zero] at hab
    have ha := h.pos a a0
    have hb := h.pos b b0
    have hS : 0 < γ a + γ b := add_pos ha hb
    -- the chord joins the inverse-plot points of the two facets
    refine ⟨(γ a)⁻¹ • a, ?_, (γ b)⁻¹ • b, ?_, (γ a + γ b)⁻¹, inv_pos.2 hS,
      ⟨γ a / (γ a + γ b), γ b / (γ a + γ b), (div_pos ha hS).le, (div_pos hb hS).le,
        by rw [← add_div, div_self hS.ne'], ?_⟩, ?_⟩
    · show γ _ ≤ 1
      rw [h.homog _ (inv_nonneg.2 ha.le), inv_mul_cancel₀ ha.ne']
    · show γ _ ≤ 1
      rw [h.homog _ (inv_nonneg.2 hb.le), inv_mul_cancel₀ hb.ne']
    · have e1 : γ a / (γ a + γ b) * (γ a)⁻¹ = (γ a + γ b)⁻¹ := by field_simp
      have e2 : γ b / (γ a + γ b) * (γ b)⁻¹ = (γ a + γ b)⁻¹ := by field_simp
      rw [smul_smul, smul_smul, e1, e2, smul_add]
    · intro hr
      change γ _ ≤ 1 at hr
      rw [h.homog _ (inv_nonneg.2 hS.le), inv_mul_le_iff₀ hS, mul_one] at hr
      linarith
  · rintro ⟨p, hp, q, hq, r, hr, ⟨u, v, hu, hv, huv, e⟩, hout⟩
    change γ p ≤ 1 at hp
    change γ q ≤ 1 at hq
    have hout' : 1 < γ (r • n) := not_le.1 hout
    rw [h.homog r hr.le] at hout'
    have hri : 0 < r⁻¹ := inv_pos.2 hr
    -- the rescaled ends of the chord are the two facets
    refine ⟨(r⁻¹ * u) • p, (r⁻¹ * v) • q, ?_, ?_⟩
    · rw [mul_smul, mul_smul, ← smul_add, e, smul_smul, inv_mul_cancel₀ hr.ne', one_smul]
    · rw [h.homog _ (mul_nonneg hri.le hu), h.homog _ (mul_nonneg hri.le hv)]
      have h1 : u * γ p + v * γ q ≤ 1 := by
        have := mul_le_mul_of_nonneg_left hp hu
        have := mul_le_mul_of_nonneg_left hq hv
        linarith
      have h2 := mul_le_mul_of_nonneg_left h1 hri.le
      have h3 := mul_lt_mul_of_pos_left hout' hri
      rw [inv_mul_cancel_left₀ hr.ne'] at h3
      linarith
```

The theorem says that $n$ facets if and only if there are $p,q\in F$ and $r>0$ such that $rn$ lies on the segment from $p$ to $q$ but outside $F$.

Suppose first that $n=a+b$ with $S=\gamma(a)+\gamma(b)<\gamma(n)$. Neither $a$ nor $b$ is zero, since otherwise $S=\gamma(n)$. Take $p=a/\gamma(a)$, $q=b/\gamma(b)$ and $r=1/S$. By the scaling law $\gamma(p)=\gamma(q)=1$, so $p$ and $q$ lie in $F$. Then

$$\frac{\gamma(a)}{S}\,p+\frac{\gamma(b)}{S}\,q=\frac{a+b}{S}=rn,\qquad \gamma(rn)=\frac{\gamma(n)}{S}>1.$$

The weights are non-negative and add to 1, so $rn$ is on the chord. The long `refine` supplies these choices, and the bullets check them.

Conversely, let $rn=up+vq$ with $u,v\ge0$, $u+v=1$ and $\gamma(rn)>1$. Put $a=(u/r)p$ and $b=(v/r)q$. Then $a+b=n$ and

$$\gamma(a)+\gamma(b)=\frac{u\gamma(p)+v\gamma(q)}{r}\le\frac1r<\gamma(n).$$

The closing `linarith` combines these inequalities.

## Two equivalences with the absence of faceting

```lean
/-- The inverse-plot region is convex if and only if no orientation facets. -/
theorem convex_region_iff_no_facets (h : IsSurfaceEnergy γ) :
    Convex ℝ (frankRegion γ) ↔ ∀ n, ¬ Facets γ n := by
  constructor
  · intro hc n hf
    obtain ⟨p, hp, q, hq, r, _, hseg, hout⟩ := (facets_iff_chord h n).1 hf
    exact hout (hc.segment_subset hp hq hseg)
  · intro hn p hp q hq u v hu hv huv
    change γ p ≤ 1 at hp
    change γ q ≤ 1 at hq
    show γ (u • p + v • q) ≤ 1
    have key : γ (u • p + v • q) ≤ γ (u • p) + γ (v • q) :=
      not_lt.1 fun hlt => hn _ ⟨u • p, v • q, rfl, hlt⟩
    rw [h.homog u hu, h.homog v hv] at key
    have := mul_le_mul_of_nonneg_left hp hu
    have := mul_le_mul_of_nonneg_left hq hv
    linarith
```

If $F$ is convex, every chord stays inside it, so the chord construction rules out faceting. If nothing facets, then for $p,q\in F$ and weights $u,v\ge0$ with $u+v=1$,

$$\gamma(up+vq)\le\gamma(up)+\gamma(vq)=u\gamma(p)+v\gamma(q)\le1.$$

The first inequality, called `key`, is the absence of faceting applied to $up+vq$.

```lean
/-- The surface energy is a convex function if and only if no orientation facets. -/
theorem convexOn_iff_no_facets (h : IsSurfaceEnergy γ) :
    ConvexOn ℝ univ γ ↔ ∀ n, ¬ Facets γ n := by
  constructor
  · rintro hc n ⟨a, b, rfl, hab⟩
    -- `a + b` is the midpoint of `2a` and `2b`
    have key := hc.2 (mem_univ ((2 : ℝ) • a)) (mem_univ ((2 : ℝ) • b))
      (by norm_num : (0 : ℝ) ≤ 1 / 2) (by norm_num : (0 : ℝ) ≤ 1 / 2) (by norm_num)
    have e : ∀ x : E, (1 / 2 : ℝ) • (2 : ℝ) • x = x := fun x => by
      rw [smul_smul, show (1 / 2 : ℝ) * 2 = 1 by norm_num, one_smul]
    rw [e, e, h.homog 2 (by norm_num) a, h.homog 2 (by norm_num) b, smul_eq_mul,
      smul_eq_mul] at key
    linarith
  · intro hn
    refine ⟨convex_univ, fun x _ y _ u v hu hv _ => ?_⟩
    have key : γ (u • x + v • y) ≤ γ (u • x) + γ (v • y) :=
      not_lt.1 fun hlt => hn _ ⟨u • x, v • y, rfl, hlt⟩
    rw [h.homog u hu, h.homog v hv] at key
    exact key
```

`ConvexOn ℝ univ γ` means that $\gamma$ is a convex function on the whole space. If it is, then $a+b$ is the midpoint of $2a$ and $2b$, so

$$\gamma(a+b)\le\tfrac12\gamma(2a)+\tfrac12\gamma(2b)=\gamma(a)+\gamma(b),$$

and nothing facets. Conversely, without faceting, $\gamma(ux+vy)\le\gamma(ux)+\gamma(vy)=u\gamma(x)+v\gamma(y)$, which is convexity.

```lean
/-- Frank's test: the inverse-plot region `γ ≤ 1` is convex if and only if the surface energy
`γ` is a convex function. -/
theorem frank_test (h : IsSurfaceEnergy γ) :
    Convex ℝ (frankRegion γ) ↔ ConvexOn ℝ univ γ :=
  (convex_region_iff_no_facets h).trans (convexOn_iff_no_facets h).symm

end Test
```

Both convexity statements are equivalent to "no orientation facets", hence to each other. `trans` chains the equivalences and `symm` reverses the second.

## A square-symmetric energy on both sides of the test

```lean
/-- A planar model energy with square symmetry, `|x| + |y| + c min(|x|, |y|)`. -/
noncomputable def squareEnergy (c : ℝ) (v : ℝ × ℝ) : ℝ :=
  |v.1| + |v.2| + c * min (|v.1|) (|v.2|)
```

For $v=(x,y)$ the model is $\gamma_c(v)=|x|+|y|+c\min(|x|,|y|)$. The parameter $c$ stands for the extra cost, or gain if negative, of mixing the two axis orientations. Per unit area, the axis orientations have energy $1$ and the diagonal ones $(2+c)/\sqrt2$.

```lean
/-- For `c > -2` the square model is a surface energy. -/
theorem squareEnergy_witness {c : ℝ} (hc : -2 < c) : IsSurfaceEnergy (squareEnergy c) := by
  constructor
  · intro t ht v
    simp only [squareEnergy, Prod.smul_fst, Prod.smul_snd, smul_eq_mul, abs_mul,
      abs_of_nonneg ht]
    rw [← mul_min_of_nonneg _ _ ht]
    ring
  · intro v hv
    have hx := abs_nonneg v.1
    have hy := abs_nonneg v.2
    have hs : 0 < |v.1| + |v.2| := by
      by_contra hcon
      have hcon' := not_lt.1 hcon
      have h1 : |v.1| = 0 := by linarith
      have h2 : |v.2| = 0 := by linarith
      exact hv (Prod.ext (abs_eq_zero.1 h1) (abs_eq_zero.1 h2))
    have m1 := min_le_left (|v.1|) (|v.2|)
    have m2 := min_le_right (|v.1|) (|v.2|)
    have m0 : 0 ≤ min (|v.1|) (|v.2|) := le_min hx hy
    unfold squareEnergy
    rcases eq_or_lt_of_le m0 with hm | hm
    · rw [← hm]
      linarith
    · have := mul_pos (by linarith : 0 < c + 2) hm
      linarith
```

Scaling holds term by term. For positivity, let $m=\min(|x|,|y|)$. If $m=0$, the energy is $|x|+|y|>0$. If $m>0$, then $|x|+|y|\ge2m$ gives $\gamma_c(v)\ge(2+c)m>0$.

```lean
/-- For `c > -2` the inverse-plot region of the square model is convex exactly when
`-1 ≤ c ≤ 0`. -/
theorem squareEnergy_convex_iff {c : ℝ} (hc : -2 < c) :
    Convex ℝ (frankRegion (squareEnergy c)) ↔ -1 ≤ c ∧ c ≤ 0 := by
  rw [convex_region_iff_no_facets (squareEnergy_witness hc)]
  have e11 : squareEnergy c (1, 1) = 2 + c := by norm_num [squareEnergy]
  constructor
  · intro hn
    constructor
    · by_contra hlt
      have e1 : squareEnergy c (1, -1) = 2 + c := by norm_num [squareEnergy]
      have e2 : squareEnergy c (2, 0) = 2 := by norm_num [squareEnergy]
      refine hn (2, 0) ⟨(1, 1), (1, -1), by ext <;> norm_num, ?_⟩
      rw [e11, e1, e2]
      linarith [not_le.1 hlt]
    · by_contra hlt
      have e1 : squareEnergy c (1, 0) = 1 := by norm_num [squareEnergy]
      have e2 : squareEnergy c (0, 1) = 1 := by norm_num [squareEnergy]
      refine hn (1, 1) ⟨(1, 0), (0, 1), by ext <;> norm_num, ?_⟩
      rw [e11, e1, e2]
      linarith [not_le.1 hlt]
  · rintro ⟨h1, h2⟩ n ⟨a, b, rfl, hab⟩
    -- for `-1 ≤ c ≤ 0` the energy is, at each vector, the larger of two simpler convex functions
    have lb1 : ∀ v : ℝ × ℝ, (1 + c) * |v.1| + |v.2| ≤ squareEnergy c v := fun v => by
      have := mul_le_mul_of_nonpos_left (min_le_left (|v.1|) (|v.2|)) h2
      unfold squareEnergy
      linarith
    have lb2 : ∀ v : ℝ × ℝ, |v.1| + (1 + c) * |v.2| ≤ squareEnergy c v := fun v => by
      have := mul_le_mul_of_nonpos_left (min_le_right (|v.1|) (|v.2|)) h2
      unfold squareEnergy
      linarith
    have hc1 : 0 ≤ 1 + c := by linarith
    have t1 := abs_add_le a.1 b.1
    have t2 := abs_add_le a.2 b.2
    have s1 := mul_le_mul_of_nonneg_left t1 hc1
    have s2 := mul_le_mul_of_nonneg_left t2 hc1
    have e : squareEnergy c (a + b) = |a.1 + b.1| + |a.2 + b.2|
        + c * min (|a.1 + b.1|) (|a.2 + b.2|) := rfl
    rcases min_choice (|a.1 + b.1|) (|a.2 + b.2|) with hm | hm
    · rw [e, hm] at hab
      linarith [lb1 a, lb1 b]
    · rw [e, hm] at hab
      linarith [lb2 a, lb2 b]

end FrankInversePlot
```

The region is convex exactly for $-1\le c\le0$, given $c>-2$. Outside that range, explicit facets show the failure:

- If $c<-1$, then $(2,0)=(1,1)+(1,-1)$, and the facets cost $4+2c<2$.
- If $c>0$, then $(1,1)=(1,0)+(0,1)$, and the facets cost $2<2+c$.

For $-1\le c\le0$, the sign of $c$ gives two lower bounds, `lb1` and `lb2`:

$$\gamma_c(v)\ge(1+c)|x|+|y|,\qquad \gamma_c(v)\ge|x|+(1+c)|y|.$$

At $a+b$ one of them is an equality, depending on which component is smaller in absolute value. Since $1+c\ge0$, the triangle inequality bounds that expression by its values at $a$ and $b$, hence by $\gamma_c(a)+\gamma_c(b)$. Nothing facets.

Take $c=1$ as a numerical case. The diagonal surface $(1,1)$ costs $3$ and its two axis facets cost $2$; per unit area of the flat surface, that is about $2.12$ against $1.41$. In the inverse plot, $(1,0)$ and $(0,1)$ lie on the boundary, but their midpoint has $\gamma_1(\tfrac12,\tfrac12)=\tfrac32>1$, so the chord crosses a dent.

```lean
#print axioms FrankInversePlot.inversePlot_eq_level
#print axioms FrankInversePlot.frank_test
#print axioms FrankInversePlot.squareEnergy_convex_iff
```

```
'FrankInversePlot.inversePlot_eq_level' depends on axioms: [propext, Classical.choice, Quot.sound]
'FrankInversePlot.frank_test' depends on axioms: [propext, Classical.choice, Quot.sound]
'FrankInversePlot.squareEnergy_convex_iff' depends on axioms: [propext, Classical.choice, Quot.sound]
```
